# Polynomials that Poisson-commute with every polynomial in the angular momentum are polynomials in $L^2$

**Q:** When I test an integrator for a freely rotating body, I monitor $L^2$, because it must stay constant whatever the Hamiltonian. Before I settle on that one check, I want to know whether I have missed another such invariant.

**A:** Let $L=(L_1,L_2,L_3)$ be the angular momentum in the body frame. Among polynomials in $L$, with Hamiltonians that are also polynomials in $L$, every invariant of that kind is a function of $L^2$. Do monitor the kinetic energy as well: a free body conserves it, but because it is the Hamiltonian there, not whatever the Hamiltonian. If your integrator also tracks the orientation, monitor the space-frame components of the angular momentum too: they are constant for every Hamiltonian that depends on $L$ alone, but they are not functions of $L$ alone, so the result here does not cover them. With
$$\{f,g\}=L\cdot(\nabla f\times\nabla g),$$
a polynomial $f$ has zero bracket with every polynomial exactly when $f=q(L^2)$ for some real one-variable polynomial $q$. Such an $f$ is called a Casimir.

**Q:** Show me by hand first.

**A:** Use only the brackets with $L_3$ and $L_2$. Writing $\partial_i=\partial/\partial L_i$, they are
$$\{f,L_3\}=L_1\partial_2f-L_2\partial_1f,\qquad \{f,L_2\}=L_3\partial_1f-L_1\partial_3f.$$
If both vanish, $L_1\partial_jf=L_j\partial_1f$ for $j=2,3$. Set $L_1=0$ in the relation for $j=2$: then $L_2\,\partial_1f|_{L_1=0}=0$, so $\partial_1f$ vanishes at $L_1=0$ and $\partial_1f=L_1h$ with $h$ a polynomial. Putting this back and cancelling $L_1$ gives $\partial_jf=L_jh$, hence $\nabla f=hL$.

For $i\ne j$, equality of mixed derivatives, $\partial_i(L_jh)=\partial_j(L_ih)$, gives $L_j\partial_ih=L_i\partial_jh$. So $h$ obeys the same relations as $f$. Unless $h=0$, its degree in $L_1$ is lower by two, because $\partial_1f=L_1h$. By induction $h=q(L^2)$, where $q(s)=\sum_k a_ks^k$. Take
$$Q(s)=\sum_k\frac{a_k}{2(k+1)}s^{k+1},\qquad 2Q'=q.$$
Then $\nabla Q(L^2)=2Q'(L^2)L=hL=\nabla f$, so $f=Q(L^2)+c$ with $c$ constant.

Conversely, $\nabla q(L^2)=2q'(L^2)L$ is parallel to $L$, and $L\cdot(L\times\nabla g)=0$.

**Q:** Try it on numbers.

**A:** Take $L=(1,2,2)$ and $g=L_1L_2$, so $L^2=9$ and $\nabla g=(2,1,0)$. For $f=(L^2)^2$, $\nabla f=4L^2L=36\,(1,2,2)$. Since $(1,2,2)\times(2,1,0)=(-2,4,-3)$, the bracket is $36(-2+8-6)=0$. For $f=L_3^2$ instead, $\nabla f=(0,0,4)$, the cross product is $(-4,8,0)$, and the bracket is $12$.

**Q:** Now the formal version. What is an observable there?

**A:** A real polynomial in three variables. Lean counts from zero, so `X 0`, `X 1`, `X 2` are $L_1,L_2,L_3$, and `pderiv 0` is $\partial_1$.

```lean
import Mathlib

open MvPolynomial Matrix

namespace RigidBodyCasimirs

noncomputable section

/-- Polynomial observables of the angular momentum `L`, whose components are `X 0, X 1, X 2`. -/
abbrev Obs := MvPolynomial (Fin 3) ℝ
```

**Q:** And are the derivatives and the bracket the ones I know?

**A:** The derivative is the formal one, which agrees with calculus on polynomials. The bracket is the triple product itself, with `⬝ᵥ` the dot and `⨯₃` the cross product.

```lean
/-- The gradient of an observable with respect to the angular momentum. -/
def grad (f : Obs) : Fin 3 → Obs := fun i => pderiv i f

/-- The rigid-body Poisson bracket `{f, g} = L · (∇f × ∇g)`. -/
def bracket (f g : Obs) : Obs := (X : Fin 3 → Obs) ⬝ᵥ (grad f ⨯₃ grad g)

/-- The squared length of the angular momentum. -/
def Lsq : Obs := X 0 ^ 2 + X 1 ^ 2 + X 2 ^ 2
```

**Q:** My body-frame bracket has the opposite sign.

**A:** Yours is the one that gives Euler's equations from $\dot f=\{f,H\}$; the one here has $\{L_1,L_2\}=L_3$. An overall sign does not change which brackets vanish. The component formula lets you compare term by term.

```lean
/-- The rigid-body bracket written out in components. -/
theorem bracket_eq (f g : Obs) : bracket f g =
    X 0 * (pderiv 1 f * pderiv 2 g - pderiv 2 f * pderiv 1 g)
    + X 1 * (pderiv 2 f * pderiv 0 g - pderiv 0 f * pderiv 2 g)
    + X 2 * (pderiv 0 f * pderiv 1 g - pderiv 1 f * pderiv 0 g) := by
  simp [bracket, grad, cross_apply, dotProduct, Fin.sum_univ_three]
```

**Q:** What physics is left out?

**A:** Non-polynomial invariants such as $|L|$, and everything that depends on the body's orientation, such as the space-frame components of the angular momentum or the Hamiltonian of a heavy top. There is no inertia tensor and no time evolution; conservation enters through the usual reading of $\{f,H\}=0$. The model is classical: it parallels the quantum fact that $L^2$ commutes with every component, but contains no operators.

**Q:** How does the proof handle "zero gradient means constant" without calculus?

**A:** By coefficients. `coeff_partial` says that differentiation multiplies a coefficient by the exponent it lowers. If all partial derivatives vanish, every coefficient with a nonzero exponent must vanish too.

```lean
/-- The coefficients of a partial derivative in terms of those of the observable. -/
theorem coeff_partial (i : Fin 3) (f : Obs) (m : Fin 3 →₀ ℕ) :
    coeff m (pderiv i f) = coeff (m + Finsupp.single i 1) f * ((m i : ℝ) + 1) := by
  induction f using MvPolynomial.induction_on' with
  | monomial s a =>
    rw [pderiv_monomial, coeff_monomial, coeff_monomial]
    by_cases h : s = m + Finsupp.single i 1
    · subst h
      simp
    · rw [if_neg h, zero_mul]
      split_ifs with h2
      · have h3 : s i = 0 := by
          by_contra h0
          apply h
          rw [← h2, tsub_add_cancel_of_le
            (Finsupp.single_le_iff.2 (Nat.one_le_iff_ne_zero.2 h0))]
        simp [h3]
      · rfl
  | add p q hp hq =>
    rw [map_add, coeff_add, coeff_add, hp, hq]
    ring

/-- An observable whose gradient vanishes is a constant. -/
theorem constant_of_grad_zero (f : Obs) (h : ∀ i, pderiv i f = 0) : ∃ c : ℝ, f = C c := by
  refine ⟨coeff 0 f, ?_⟩
  ext m
  rw [coeff_C]
  split_ifs with hm
  · rw [hm]
  · obtain ⟨i, hi⟩ : ∃ i, m i ≠ 0 := by
      by_contra hcon
      push Not at hcon
      exact hm (Finsupp.ext fun i => (hcon i).symm)
    have e := coeff_partial i f (m - Finsupp.single i 1)
    rw [h i, coeff_zero, tsub_add_cancel_of_le
      (Finsupp.single_le_iff.2 (Nat.one_le_iff_ne_zero.2 hi))] at e
    exact (mul_eq_zero.1 e.symm).resolve_right (by positivity)
```

**Q:** And setting $L_1=0$?

**A:** `component_dvd` does this for any component. Its inner statement `key` says that a polynomial minus its restriction to $L_i=0$ is divisible by $L_i$. Applying the restriction to the hypothesis shows that the restricted polynomial is zero. `radial_gradient` then cancels $L_1$ to obtain $\nabla f=hL$.

```lean
/-- If `L_i r = L_j p` for two different components, then `L_i` divides `p`. -/
theorem component_dvd {i j : Fin 3} (hij : i ≠ j) {p r : Obs}
    (h : X i * r = X j * p) : X i ∣ p := by
  -- a polynomial differs from its restriction to the plane `L_i = 0` by a multiple of `L_i`
  have key : ∀ p : Obs,
      X i ∣ p - aeval (R := ℝ) (Function.update (X : Fin 3 → Obs) i 0) p := by
    intro p
    induction p using MvPolynomial.induction_on with
    | C a => simp [algebraMap_eq]
    | add p q hp hq =>
      rw [map_add]
      convert dvd_add hp hq using 1
      ring
    | mul_X p k hp =>
      rw [map_mul, aeval_X]
      by_cases hk : k = i
      · rw [hk, Function.update_self, mul_zero, sub_zero]
        exact dvd_mul_left _ _
      · rw [Function.update_of_ne hk, ← sub_mul]
        exact hp.mul_right _
  have h' := congrArg (aeval (R := ℝ) (Function.update (X : Fin 3 → Obs) i 0)) h
  rw [map_mul, map_mul, aeval_X, aeval_X, Function.update_self,
    Function.update_of_ne hij.symm, zero_mul] at h'
  have h0 := (mul_eq_zero.1 h'.symm).resolve_left (X_ne_zero j)
  have hp := key p
  rwa [h0, sub_zero] at hp

/-- If `L_1 ∂_j f = L_j ∂_1 f` for `j = 2, 3`, the gradient of `f` is a polynomial multiple
of `L`. -/
theorem radial_gradient {f : Obs} (h1 : X 0 * pderiv 1 f = X 1 * pderiv 0 f)
    (h2 : X 0 * pderiv 2 f = X 2 * pderiv 0 f) : ∃ h : Obs, ∀ i, pderiv i f = X i * h := by
  obtain ⟨h, hh⟩ := component_dvd (by decide) h1
  have x0 : (X 0 : Obs) ≠ 0 := X_ne_zero 0
  have e1 : pderiv 1 f = X 1 * h := mul_left_cancel₀ x0 (by rw [h1, hh]; ring)
  have e2 : pderiv 2 f = X 2 * h := mul_left_cancel₀ x0 (by rw [h2, hh]; ring)
  refine ⟨h, fun i => ?_⟩
  fin_cases i
  exacts [hh, e1, e2]
```

**Q:** That leaves the chain rule and the induction.

**A:** `grad_of_Lsq` is the chain rule; `Polynomial.aeval Lsq Q` means $Q(L^2)$. In `integrate_radial`, the number `n` is a strict upper bound on the degree in $L_1$, so the case `n = 0` contains only $f=0$. Inside, `anti` builds $Q$ with $Q'+Q'=q$, `hn` lowers the bound for $h$ by one, which is enough, and `curl` is the mixed-derivative step. The constant $c$ is absorbed into the polynomial at the end.

```lean
/-- Chain rule: the gradient of `Q(L²)` is `2 Q'(L²) L`. -/
theorem grad_of_Lsq (Q : Polynomial ℝ) (i : Fin 3) : pderiv i (Polynomial.aeval Lsq Q) =
    Polynomial.aeval Lsq (Polynomial.derivative Q) * (2 * X i) := by
  have h : pderiv i Lsq = 2 * X i := by
    fin_cases i <;> simp [Lsq, sq, pderiv_X] <;> ring
  rw [Derivation.map_aeval, smul_eq_mul, h]

/-- An observable of degree below `n` in `L_1` that satisfies `L_1 ∂_j f = L_j ∂_1 f` for
`j = 2, 3` is a polynomial in `L²`. -/
theorem integrate_radial (n : ℕ) : ∀ f : Obs, (∀ m, n ≤ m 0 → coeff m f = 0) →
    X 0 * pderiv 1 f = X 1 * pderiv 0 f → X 0 * pderiv 2 f = X 2 * pderiv 0 f →
    ∃ q : Polynomial ℝ, f = Polynomial.aeval Lsq q := by
  have anti : ∀ q : Polynomial ℝ, ∃ Q : Polynomial ℝ,
      Polynomial.derivative Q + Polynomial.derivative Q = q := by
    intro q
    induction q using Polynomial.induction_on' with
    | add p q hp hq =>
      obtain ⟨P, rfl⟩ := hp
      obtain ⟨Q, rfl⟩ := hq
      exact ⟨P + Q, by rw [map_add]; ring⟩
    | monomial k a =>
      have e : a / (2 * ((k : ℝ) + 1)) * ((k + 1 : ℕ) : ℝ)
          + a / (2 * ((k : ℝ) + 1)) * ((k + 1 : ℕ) : ℝ) = a := by
        have hk : (k : ℝ) + 1 ≠ 0 := by positivity
        push_cast
        field_simp
        ring
      exact ⟨Polynomial.monomial (k + 1) (a / (2 * ((k : ℝ) + 1))), by
        rw [Polynomial.derivative_monomial, ← map_add, Nat.add_sub_cancel, e]⟩
  induction n with
  | zero => exact fun f hb _ _ => ⟨0, by ext m; simp [hb m (Nat.zero_le _)]⟩
  | succ n ih =>
    intro f hb h1 h2
    obtain ⟨h, hh⟩ := radial_gradient h1 h2
    -- the bound on the degree in `L_1` drops by one for the radial factor
    have hn : ∀ m, n ≤ m 0 → coeff m h = 0 := by
      intro m hm
      have e := coeff_partial 0 f (Finsupp.single 0 1 + m)
      have hz := hb (Finsupp.single 0 1 + m + Finsupp.single 0 1) (by
        simp only [Finsupp.add_apply, Finsupp.single_eq_same]
        omega)
      rwa [hh 0, coeff_X_mul, hz, zero_mul] at e
    -- equality of mixed derivatives passes the relations on to the radial factor
    have curl : ∀ i j : Fin 3, i ≠ j → X i * pderiv j h = X j * pderiv i h := by
      intro i j hij
      have e : pderiv i (pderiv j f) = pderiv j (pderiv i f) := by
        have a : (Finsupp.single i 1 : Fin 3 →₀ ℕ) j = 0 := by
          simp [hij]
        have b : (Finsupp.single j 1 : Fin 3 →₀ ℕ) i = 0 := by
          simp [hij.symm]
        ext m
        simp only [coeff_partial, Finsupp.add_apply, a, b, add_zero]
        rw [add_right_comm m (Finsupp.single i 1) (Finsupp.single j 1)]
        ring
      rw [hh i, hh j, pderiv_mul, pderiv_mul, pderiv_X_of_ne hij,
        pderiv_X_of_ne hij.symm] at e
      linear_combination -e
    obtain ⟨q, hq⟩ := ih h hn (curl 0 1 (by decide)) (curl 0 2 (by decide))
    obtain ⟨Q, hQ⟩ := anti q
    -- subtracting the radial primitive leaves a constant
    obtain ⟨c, hc⟩ := constant_of_grad_zero (f - Polynomial.aeval Lsq Q) (fun i => by
      rw [map_sub, grad_of_Lsq, hh i, hq, ← hQ, map_add]
      ring)
    refine ⟨Q + Polynomial.C c, ?_⟩
    rw [map_add, Polynomial.aeval_C, algebraMap_eq]
    linear_combination hc
```

**Q:** So the full hypothesis, zero bracket with every $g$, is more than you need?

**A:** Yes. Vanishing brackets with $L_2$ and $L_3$ already force $f=q(L^2)$. The proof turns the two brackets into the relations above and takes one more than the largest exponent of $L_1$ in $f$ as the bound.

```lean
/-- An observable that Poisson-commutes with the two components `L_2` and `L_3` is a
polynomial in `L²`. -/
theorem two_components_suffice (f : Obs) (h1 : bracket f (X 1) = 0)
    (h2 : bracket f (X 2) = 0) : ∃ q : Polynomial ℝ, f = Polynomial.aeval Lsq q := by
  have d01 : pderiv 0 (X 1 : Obs) = 0 := pderiv_X_of_ne (by decide)
  have d21 : pderiv 2 (X 1 : Obs) = 0 := pderiv_X_of_ne (by decide)
  have d02 : pderiv 0 (X 2 : Obs) = 0 := pderiv_X_of_ne (by decide)
  have d12 : pderiv 1 (X 2 : Obs) = 0 := pderiv_X_of_ne (by decide)
  rw [bracket_eq, d01, d21, pderiv_X_self] at h1
  rw [bracket_eq, d02, d12, pderiv_X_self] at h2
  refine integrate_radial (f.support.sup (fun m => m 0) + 1) f (fun m hm => ?_)
    (by linear_combination h2) (by linear_combination -h1)
  by_contra hne
  have hle : m 0 ≤ f.support.sup (fun m => m 0) :=
    Finset.le_sup (f := fun m : Fin 3 →₀ ℕ => m 0) (mem_support_iff.2 hne)
  omega
```

**Q:** Then read me the main theorem.

**A:** For every polynomial $f$: the bracket of $f$ with $g$ is the zero polynomial for all polynomials $g$, if and only if some real polynomial $q$ satisfies $f=q(L^2)$. Constants are included. The forward direction specialises $g$ to the two components; the backward one inserts the chain rule, and `ring` confirms that the triple product cancels.

```lean
/-- A polynomial observable has zero rigid-body bracket with every polynomial observable
if and only if it is a polynomial in `L² = L_1² + L_2² + L_3²`. -/
theorem casimir_iff (f : Obs) :
    (∀ g, bracket f g = 0) ↔ ∃ q : Polynomial ℝ, f = Polynomial.aeval Lsq q := by
  constructor
  · exact fun h => two_components_suffice f (h _) (h _)
  · rintro ⟨q, rfl⟩ g
    -- the gradient is parallel to `L`, so the triple product vanishes
    rw [bracket_eq, grad_of_Lsq, grad_of_Lsq, grad_of_Lsq]
    ring
```

**Q:** Would one component do?

**A:** No. $L_3$ commutes with itself. If it were a polynomial in $L^2$, it would also commute with $L_1$, but $\{L_3,L_1\}=L_2\neq0$.

```lean
/-- Commuting with one component is not enough: `L_3` has zero bracket with itself, yet it is
not a polynomial in `L²`. -/
theorem one_component_insufficient : bracket (X 2) (X 2) = 0 ∧
    ¬ ∃ q : Polynomial ℝ, (X 2 : Obs) = Polynomial.aeval Lsq q := by
  refine ⟨by rw [bracket_eq]; ring, fun hq => ?_⟩
  have h := (casimir_iff (X 2)).2 hq (X 0)
  have d02 : pderiv 0 (X 2 : Obs) = 0 := pderiv_X_of_ne (by decide)
  have d12 : pderiv 1 (X 2 : Obs) = 0 := pderiv_X_of_ne (by decide)
  rw [bracket_eq, d02, d12, pderiv_X_self, pderiv_X_self,
    pderiv_X_of_ne (show (0 : Fin 3) ≠ 1 by decide)] at h
  exact X_ne_zero (R := ℝ) (1 : Fin 3) (by linear_combination h)

end

end RigidBodyCasimirs
```

```lean
#print axioms RigidBodyCasimirs.two_components_suffice
#print axioms RigidBodyCasimirs.one_component_insufficient
```

```
'RigidBodyCasimirs.two_components_suffice' depends on axioms: [propext, Classical.choice, Quot.sound]
'RigidBodyCasimirs.one_component_insufficient' depends on axioms: [propext, Classical.choice, Quot.sound]
```

**Q:** Does the argument depend on the sphere?

**A:** Not on its being a sphere. Replace the leading $L$ in the bracket by $K=(L_1,L_2,-L_3)$, and the same steps by hand give $\nabla f=hK$ and then $f=q(L_1^2+L_2^2-L_3^2)$. The level surfaces are now hyperboloids and a cone.
